# Convergence of back-transformation with a fixed matrix when the linearised update is a uniform contraction

A geometry optimiser proposes internal coordinates \(p\), and a Cartesian geometry must be found for them; the choice to make is which Cartesian displacements the iterative update has to shrink. Requiring this of all displacements excludes coordinates that ignore rigid translations: a translation \(v\neq0\) has \(Dq(x)v=0\), so the update leaves it at full length. The main condition therefore concerns only displacements \(As\) that the update can produce:

\[
\|As-A\,Dq(x)As\|\le c\,\|As\|\quad\text{for all }x,s. \tag{H}
\]

Here \(q:E\to F\) is the differentiable map from Cartesian to internal coordinates, and \(Dq(x)\), in Lean `fderiv ℝ q x`, is the Wilson B-matrix. The continuous linear map \(A:F\to E\) is fixed, for example a pseudo-inverse of the B-matrix at one reference geometry. The constant \(c\) bounds the fraction of a displacement error that survives one linearised update. `E` and `F` are real normed spaces with any norm; `E` is finite-dimensional from (c) on.

For optimisation in internal coordinates, this gives convergence and a stopping criterion when \(A\) is frozen and the bound holds with \(c<1\) at every geometry. For molecules in the plane or in space, coordinates that ignore rotations cannot meet this condition at every geometry unless \(A=0\). At \(x=0\), where all atoms coincide, such coordinates are either not differentiable, as bond lengths are not, or have \(Dq(0)=0\), and then (H) reads \(\|As\|\le c\|As\|\). An application to such molecules must therefore show that its iterates stay in a region where the bound holds and that the argument can be confined to that region.

```lean
import Mathlib

open Filter Topology

noncomputable section

namespace IterativeBackTransformation

variable {E F : Type*} [NormedAddCommGroup E] [NormedSpace ℝ E]
  [NormedAddCommGroup F] [NormedSpace ℝ F]
```

Write \(S(x)=x+A(p-q(x))\) for one update, called `step q A p x` in Lean.

```lean
/-- One back-transformation step: the Cartesian geometry `x` is displaced by the image under `A`
of the difference between the target internal coordinates `p` and the current ones `q x`. -/
def step (q : E → F) (A : F →L[ℝ] E) (p : F) (x : E) : E := x + A (p - q x)
```

## (a) Contraction along producible displacements

Assume (H). Show that
\[
\|S(x+As)-S(x)\|\le c\,\|As\|.
\]

**Solution.** Put \(\gamma(t)=S(x+tAs)\). The chain rule gives
\[
\gamma'(t)=As-A\,Dq(x+tAs)As,
\]
whose norm is at most \(c\|As\|\) by (H). The mean value inequality on \([0,1]\) gives the claim. Writing \(\gamma(1)-\gamma(0)=\gamma'(t)\) for a single \(t\) would be wrong, since vector-valued curves need not have such a \(t\).

In the proof, `hd` is the chain rule and `h` the mean value inequality.

```lean
/-- Let `q` be differentiable and let `1 - A Dq(x)` shrink every displacement of the form `A s`
by the factor `c`, at every geometry. Then one step shrinks the separation of two geometries
that differ by some `A s` by the same factor. -/
theorem step_contracts {q : E → F} {A : F →L[ℝ] E} {c : ℝ} (hq : Differentiable ℝ q)
    (hc : ∀ x s, ‖A s - A (fderiv ℝ q x (A s))‖ ≤ c * ‖A s‖) (p : F) (x : E) (s : F) :
    ‖step q A p (x + A s) - step q A p x‖ ≤ c * ‖A s‖ := by
  -- differentiate the step along the segment from `x` to `x + A s`
  have hd : ∀ t : ℝ, HasDerivAt (fun t : ℝ => step q A p (x + t • A s))
      (A s - A (fderiv ℝ q (x + t • A s) (A s))) t := by
    intro t
    have h1 : HasDerivAt (fun t : ℝ => x + t • A s) (A s) t :=
      (((hasDerivAt_id t).smul_const (A s)).const_add x).congr_deriv (one_smul ℝ _)
    have h2 := (hq (x + t • A s)).hasFDerivAt.comp_hasDerivAt t h1
    have h3 := A.hasFDerivAt.comp_hasDerivAt t (h2.const_sub p)
    exact (h1.fun_add h3).congr_deriv (by rw [map_neg, sub_eq_add_neg])
  have h := norm_image_sub_le_of_norm_deriv_le_segment_01'
    (fun t _ => (hd t).hasDerivWithinAt) (fun t _ => hc (x + t • A s) s)
  simpa using h
```

## (b) A stopping criterion

Assume (H) with \(c<1\), and let \(x+As\) be a solution, meaning \(A(p-q(x+As))=0\). Show that
\[
\|As\|\le\frac{\|A(p-q(x))\|}{1-c}.
\]

**Solution.** Since \(S\) fixes \(x+As\),
\[
As=[S(x+As)-S(x)]+A(p-q(x)).
\]
By (a), \(\|As\|\le c\|As\|+\|A(p-q(x))\|\); rearrange. The identity is `e` in Lean.

```lean
/-- Stopping criterion: let `q` be differentiable and let `1 - A Dq(x)` shrink every displacement of
the form `A s` at least by the factor `c < 1`, at every geometry. If `x + A s` satisfies
`A (p - q (x + A s)) = 0`, then its distance from `x` is at most the length of the next step from
`x` divided by `1 - c`. -/
theorem error_le_residual {q : E → F} {A : F →L[ℝ] E} {c : ℝ} (hq : Differentiable ℝ q)
    (hc : ∀ x s, ‖A s - A (fderiv ℝ q x (A s))‖ ≤ c * ‖A s‖) (hc1 : c < 1)
    {p : F} {x : E} {s : F} (hs : A (p - q (x + A s)) = 0) :
    ‖A s‖ ≤ ‖A (p - q x)‖ / (1 - c) := by
  have h := step_contracts hq hc p x s
  have e : A s = (step q A p (x + A s) - step q A p x) + A (p - q x) := by
    simp only [step, hs]
    abel
  have h' := norm_add_le (step q A p (x + A s) - step q A p x) (A (p - q x))
  rw [← e] at h'
  rw [le_div_iff₀ (by linarith)]
  linarith
```

## (c) Convergence from any start

Assume (H) with \(0\le c<1\). Show that the iterates \(u_k=S^k(x_0)\) converge to the unique \(y\in x_0+\operatorname{range}A\) with \(A(p-q(y))=0\), and that
\[
\|u_k-y\|\le c^k\|x_0-y\|.
\]

**Solution.** Let \(r_k=A(p-q(u_k))\), so \(u_{k+1}=u_k+r_k\). Then \(r_{k+1}=S(u_k+r_k)-S(u_k)\), and (a) gives \(\|r_k\|\le c^k\|r_0\|\) (`hgeo`). The iterates are therefore Cauchy and have a limit \(y\).

Each \(u_k-x_0\) lies in \(\operatorname{range}A\), which is closed in finite dimension, so \(y-x_0\) does too (`hmem`, `hcl`). By continuity \(A(p-q(y))=\lim r_k=0\) (`hres`).

If \(z\) is another solution in \(x_0+\operatorname{range}A\), then (b) at \(x=y\) gives \(\|z-y\|\le0\). Finally \(S(y)=y\), so (a) gives \(\|u_{k+1}-y\|\le c\|u_k-y\|\), and induction yields the rate (`hrate`).

The limit satisfies \(A(p-q(y))=0\), which is weaker than \(q(y)=p\) when \(A\) has a kernel, as with redundant coordinates.

The bound \(c<1\) cannot be relaxed to \(c\le1\): for \(E=F=\mathbb R\), \(A=1\), \(q(x)=2x\), \(p=0\), the update is \(x\mapsto-x\), which oscillates from every \(x_0\ne0\).

```lean
variable [FiniteDimensional ℝ E]

/-- Let `E` be finite-dimensional, let `q` be differentiable and let `1 - A Dq(x)` shrink all
displacements `A s` by a factor `c` with `0 ≤ c < 1`, at every geometry. From any start `x₀` the
back-transformation converges to the unique geometry in `x₀ + range A` with `A (p - q y) = 0`, and
after `k` steps the error is at most `c ^ k` times the initial one. -/
theorem backTransformation_converges {q : E → F} {A : F →L[ℝ] E} {c : ℝ}
    (hq : Differentiable ℝ q)
    (hc : ∀ x s, ‖A s - A (fderiv ℝ q x (A s))‖ ≤ c * ‖A s‖)
    (hc0 : 0 ≤ c) (hc1 : c < 1) (p : F) (x₀ : E) :
    ∃ y, y - x₀ ∈ Set.range A ∧ A (p - q y) = 0 ∧
      (∀ z, z - x₀ ∈ Set.range A → A (p - q z) = 0 → z = y) ∧
      Tendsto (fun k => (step q A p)^[k] x₀) atTop (𝓝 y) ∧
      ∀ k, ‖(step q A p)^[k] x₀ - y‖ ≤ c ^ k * ‖x₀ - y‖ := by
  have : CompleteSpace E := FiniteDimensional.complete ℝ E
  obtain ⟨u, hu⟩ : ∃ u : ℕ → E, u = fun k => (step q A p)^[k] x₀ := ⟨_, rfl⟩
  have hu0 : u 0 = x₀ := by rw [hu]; rfl
  have hsucc : ∀ k, u (k + 1) = u k + A (p - q (u k)) := by
    intro k
    rw [hu]
    exact Function.iterate_succ_apply' (step q A p) k x₀
  -- the steps shrink geometrically
  have hgeo : ∀ k, ‖A (p - q (u k))‖ ≤ ‖A (p - q x₀)‖ * c ^ k := by
    intro k
    induction k with
    | zero => rw [hu0, pow_zero, mul_one]
    | succ k ih =>
      have h := step_contracts hq hc p (u k) (p - q (u k))
      have e : A (p - q (u (k + 1))) =
          step q A p (u k + A (p - q (u k))) - step q A p (u k) := by
        rw [hsucc k]
        simp only [step]
        abel
      rw [e]
      calc _ ≤ c * ‖A (p - q (u k))‖ := h
        _ ≤ c * (‖A (p - q x₀)‖ * c ^ k) := mul_le_mul_of_nonneg_left ih hc0
        _ = _ := by ring
  have hC : CauchySeq u := cauchySeq_of_le_geometric c ‖A (p - q x₀)‖ hc1 (fun k => by
    rw [dist_comm, dist_eq_norm, hsucc k, add_sub_cancel_left]
    exact hgeo k)
  obtain ⟨y, hy⟩ := cauchySeq_tendsto_of_complete hC
  -- the iterates, and hence their limit, stay in `x₀ + range A`
  have hmem : ∀ k, ∃ s, A s = u k - x₀ := by
    intro k
    induction k with
    | zero => exact ⟨0, by rw [map_zero, hu0, sub_self]⟩
    | succ k ih =>
      obtain ⟨s, hs⟩ := ih
      exact ⟨s + (p - q (u k)), by rw [map_add, hs, hsucc k]; abel⟩
  have hcl : IsClosed ((LinearMap.range A.toLinearMap : Submodule ℝ E) : Set E) :=
    Submodule.closed_of_finiteDimensional _
  obtain ⟨s, hs'⟩ := hcl.mem_of_tendsto (hy.sub_const x₀) (Eventually.of_forall hmem)
  have hs : A s = y - x₀ := hs'
  -- the residual vanishes at the limit
  have h1 : Tendsto (fun k => A (p - q (u k))) atTop (𝓝 (A (p - q y))) :=
    ((A.continuous.comp (continuous_const.sub hq.continuous)).tendsto y).comp hy
  have h2 : Tendsto (fun k => A (p - q (u k))) atTop (𝓝 0) := by
    have h := (tendsto_pow_atTop_nhds_zero_of_lt_one hc0 hc1).const_mul ‖A (p - q x₀)‖
    rw [mul_zero] at h
    exact squeeze_zero_norm hgeo h
  have hres : A (p - q y) = 0 := tendsto_nhds_unique h1 h2
  have hrate : ∀ k, ‖u k - y‖ ≤ c ^ k * ‖x₀ - y‖ := by
    intro k
    induction k with
    | zero => rw [hu0, pow_zero, one_mul]
    | succ k ih =>
      obtain ⟨t, ht⟩ := hmem k
      have e : A (t - s) = u k - y := by rw [map_sub, ht, hs]; abel
      have ey : step q A p y = y := by rw [step, hres, add_zero]
      have es : u (k + 1) = step q A p (u k) := hsucc k
      have h := step_contracts hq hc p y (t - s)
      rw [e, add_sub_cancel, ey, ← es] at h
      calc _ ≤ c * ‖u k - y‖ := h
        _ ≤ c * (c ^ k * ‖x₀ - y‖) := mul_le_mul_of_nonneg_left ih hc0
        _ = _ := by ring
  subst hu
  refine ⟨y, ⟨s, hs⟩, hres, ?_, hy, hrate⟩
  rintro z ⟨t, ht⟩ hz
  have e : A (t - s) = z - y := by rw [map_sub, ht, hs]; abel
  have h := error_le_residual hq hc hc1 (p := p) (x := y) (s := t - s)
    (by rw [e, add_sub_cancel]; exact hz)
  rw [hres, norm_zero, zero_div, e] at h
  exact sub_eq_zero.mp (norm_le_zero_iff.mp h)
```

## (d) What the full norm condition implies

Let \(B:E\to F\) be continuous and linear with \(\|I-AB\|\le c<1\). Show that
\[
\operatorname{range}A=E.
\]

**Solution.** If \(ABv=0\), then \(\|v\|\le c\|v\|\), so \(v=0\). Thus \(AB\) is injective, hence surjective in finite dimension, and every \(w\) equals \(A(Bv)\) for some \(v\).

```lean
/-- Let `E` be finite-dimensional. If `1 - A B` has operator norm at most `c < 1`, then every
Cartesian displacement is the image under `A` of some change of internal coordinates. -/
theorem surjective_of_norm_le {A : F →L[ℝ] E} {B : E →L[ℝ] F} {c : ℝ}
    (h : ‖ContinuousLinearMap.id ℝ E - A.comp B‖ ≤ c) (hc1 : c < 1) :
    Function.Surjective A := by
  have hinj : Function.Injective (A.comp B).toLinearMap := by
    rw [injective_iff_map_eq_zero]
    intro v hv
    have hv' : A (B v) = 0 := hv
    have h1 : ‖v - A (B v)‖ ≤ c * ‖v‖ := ContinuousLinearMap.le_of_opNorm_le _ h v
    rw [hv', sub_zero] at h1
    by_contra hne
    have := norm_pos_iff.mpr hne
    nlinarith
  intro w
  obtain ⟨v, hv⟩ := LinearMap.injective_iff_surjective.mp hinj w
  exact ⟨B v, hv⟩
```

## (e) One solution for all starts

Assume \(\|I-A\,Dq(x)\|\le c<1\) for all \(x\). Show that there is one \(y\), the same for every \(x_0\), with
\[
A(p-q(z))=0\iff z=y,\qquad S^k(x_0)\to y.
\]

**Solution.** Applying the norm bound to \(As\) gives (H), and \(c\ge0\) because it bounds a norm. By (d), \(x_0+\operatorname{range}A=E\), so the uniqueness in (c) holds in all of \(E\), and all starts share one limit. The assumption excludes coordinates that ignore translations or rotations, so here and in (f) \(q\) must also record the position and orientation of the molecule.

```lean
/-- Let `E` be finite-dimensional. If `q` is differentiable and `1 - A Dq(x)` has operator norm at
most `c < 1` at every geometry, then for every target `p` exactly one geometry satisfies
`A (p - q y) = 0`, and the back-transformation converges to it from every start. -/
theorem backTransformation_converges_globally {q : E → F} {A : F →L[ℝ] E} {c : ℝ}
    (hq : Differentiable ℝ q)
    (hc : ∀ x, ‖ContinuousLinearMap.id ℝ E - A.comp (fderiv ℝ q x)‖ ≤ c)
    (hc1 : c < 1) (p : F) :
    ∃ y, (∀ z, A (p - q z) = 0 ↔ z = y) ∧
      ∀ x₀, Tendsto (fun k => (step q A p)^[k] x₀) atTop (𝓝 y) := by
  have hc0 : 0 ≤ c := (norm_nonneg _).trans (hc 0)
  have hsurj := surjective_of_norm_le (hc 0) hc1
  have hc' : ∀ x s, ‖A s - A (fderiv ℝ q x (A s))‖ ≤ c * ‖A s‖ :=
    fun x s => ContinuousLinearMap.le_of_opNorm_le _ (hc x) (A s)
  obtain ⟨y, _, hy, huniq, _, _⟩ := backTransformation_converges hq hc' hc0 hc1 p 0
  refine ⟨y, fun z => ⟨huniq z (hsurj _), fun h => by rw [h]; exact hy⟩, fun x₀ => ?_⟩
  obtain ⟨y', _, hy', _, ht, _⟩ := backTransformation_converges hq hc' hc0 hc1 p x₀
  rwa [huniq y' (hsurj _) hy'] at ht
```

## (f) Recovering a known geometry

Under the condition of (e), set \(p=q(y)\) for a given geometry \(y\). Show that
\[
S^k(x_0)\to y\quad\text{for every }x_0.
\]

**Solution.** Since \(A(q(y)-q(y))=0\), \(y\) is the solution found in (e).

```lean
/-- Let `E` be finite-dimensional, let `q` be differentiable and let `1 - A Dq(x)` have operator
norm at most `c < 1` at every geometry. If the target is `q y`, the internal coordinates of a
geometry `y`, then the back-transformation converges to `y` from every start. -/
theorem recovers_geometry {q : E → F} {A : F →L[ℝ] E} {c : ℝ} (hq : Differentiable ℝ q)
    (hc : ∀ x, ‖ContinuousLinearMap.id ℝ E - A.comp (fderiv ℝ q x)‖ ≤ c)
    (hc1 : c < 1) (y x₀ : E) :
    Tendsto (fun k => (step q A (q y))^[k] x₀) atTop (𝓝 y) := by
  obtain ⟨y', h, ht⟩ := backTransformation_converges_globally hq hc hc1 (q y)
  have e : y = y' := (h y).1 (by rw [sub_self, map_zero])
  have ht' := ht x₀
  rwa [← e] at ht'
```

## (g) Two atoms on a line

Let \(d=x_2-x_1\) be the signed separation, \(q(x)=d+\tfrac12\sin d\) an artificial nonlinear stretch, and \(As=(-s/2,s/2)\). Show that \(q\) is differentiable and
\[
\|As-A\,Dq(x)As\|\le\tfrac12\|As\|.
\]

**Solution.** We have \(Dq(x)v=(1+\tfrac12\cos d)(v_2-v_1)\), and \(v=As\) has \(v_2-v_1=s\). Hence
\[
As-A\,Dq(x)As=-\tfrac12\cos d\;As,
\]
and \(|\cos d|\le1\). So (c) applies, although \(q\) ignores translations and the condition of (e) fails.

Lean calls the coordinate `stretch` and the map \(A\) `spread`; `e` is the last identity.

```lean
/-- A nonlinear stretch coordinate `d + sin d / 2` of two atoms on a line, where `d = x.2 - x.1` is
their signed separation. -/
def stretch (x : ℝ × ℝ) : ℝ := (x.2 - x.1) + Real.sin (x.2 - x.1) / 2

/-- The back-transformation that moves the two atoms apart by `s`, half of it each. -/
def spread : ℝ →L[ℝ] ℝ × ℝ :=
  ((-1 / 2 : ℝ) • ContinuousLinearMap.id ℝ ℝ).prod ((1 / 2 : ℝ) • ContinuousLinearMap.id ℝ ℝ)

/-- The stretch coordinate of two atoms on a line and the symmetric displacement `spread` meet
the hypotheses of `backTransformation_converges` with `c = 1/2`. -/
theorem diatomic_witness : Differentiable ℝ stretch ∧
    ∀ x s, ‖spread s - spread (fderiv ℝ stretch x (spread s))‖ ≤ 1 / 2 * ‖spread s‖ := by
  have hd : ∀ x : ℝ × ℝ, HasFDerivAt stretch ((1 + Real.cos (x.2 - x.1) / 2) •
      (ContinuousLinearMap.snd ℝ ℝ ℝ - ContinuousLinearMap.fst ℝ ℝ ℝ)) x := by
    intro x
    have hg : HasDerivAt (fun d : ℝ => d + Real.sin d / 2)
        (1 + Real.cos (x.2 - x.1) / 2) (x.2 - x.1) :=
      (hasDerivAt_id _).fun_add ((Real.hasDerivAt_sin _).div_const 2)
    have hl : HasFDerivAt (fun y : ℝ × ℝ => y.2 - y.1)
        (ContinuousLinearMap.snd ℝ ℝ ℝ - ContinuousLinearMap.fst ℝ ℝ ℝ) x :=
      (ContinuousLinearMap.snd ℝ ℝ ℝ - ContinuousLinearMap.fst ℝ ℝ ℝ).hasFDerivAt
    exact hg.comp_hasFDerivAt x hl
  refine ⟨fun x => (hd x).differentiableAt, fun x s => ?_⟩
  rw [(hd x).fderiv]
  -- on symmetric displacements the error operator is multiplication by `-cos d / 2`
  have e : spread s - spread (((1 + Real.cos (x.2 - x.1) / 2) •
      (ContinuousLinearMap.snd ℝ ℝ ℝ - ContinuousLinearMap.fst ℝ ℝ ℝ)) (spread s)) =
      (-(Real.cos (x.2 - x.1) / 2)) • spread s := by
    ext <;> simp [spread] <;> ring
  rw [e, norm_smul]
  refine mul_le_mul_of_nonneg_right ?_ (norm_nonneg _)
  rw [norm_neg, Real.norm_eq_abs, abs_le]
  constructor <;> linarith [Real.neg_one_le_cos (x.2 - x.1), Real.cos_le_one (x.2 - x.1)]

end IterativeBackTransformation
```

```lean
#print axioms IterativeBackTransformation.backTransformation_converges_globally
-- 'IterativeBackTransformation.backTransformation_converges_globally' depends on axioms: [propext, Classical.choice, Quot.sound]
#print axioms IterativeBackTransformation.recovers_geometry
-- 'IterativeBackTransformation.recovers_geometry' depends on axioms: [propext, Classical.choice, Quot.sound]
```
